# Tracing out one copy turns the N-copy symmetriser and antisymmetriser into multiples of those for N − 1 copies

An operator on \(n\) copies of \(\mathbb{C}^d\) is represented here by its matrix in the product basis, not as an element of an abstract tensor product. A basis vector is then a list of labels \(x=(x_0,\dots,x_{n-1})\), with each \(x_i\) in \(\{0,\dots,d-1\}\), and a partial trace is an explicit sum over one label. The number of copies before tracing is written \(N=n+1\), so that the copy to be removed always exists and has index \(n\).

Let \(S_n\) be the symmetriser of \(n\) copies, the sum of all permutation operators divided by \(n!\). Let \(A_n\) be the antisymmetriser, the same sum with each permutation operator multiplied by the sign of its permutation, also divided by \(n!\). The result is

\[
\operatorname{Tr}_{\rm last} S_{n+1}=\frac{n+d}{n+1}\,S_n,\qquad
\operatorname{Tr}_{\rm last} A_{n+1}=\frac{d-n}{n+1}\,A_n .
\]

In terms of \(N\), the factors are \((N+d-1)/N\) and \((d-N+1)/N\).

```lean
import Mathlib

open Equiv

namespace SymmetriserPartialTrace

noncomputable section
```

## Operators, permutations and the partial trace

In Lean, a list of labels is a function `Fin n → Fin d`, and `Op n d` is the type of complex matrices whose rows and columns are indexed by such functions. The dimension \(d\) is finite.

```lean
/-- Operators on `n` copies of `ℂ^d`, as matrices in the product basis. -/
abbrev Op (n d : ℕ) := Matrix (Fin n → Fin d) (Fin n → Fin d) ℂ
```

A permutation \(\sigma\) of the copies acts by moving the state of copy \(i\) to copy \(\sigma(i)\). If the input labels are \(y\) and the output labels are \(x\), then \(x_{\sigma(i)}=y_i\) for every \(i\), so the matrix elements are

\[
(P_\sigma)_{x,y}=\delta_{y,\;x\circ\sigma}.
\]

```lean
/-- The operator that permutes the tensor factors, moving the state of copy `i` to copy `σ i`. -/
def permOp {n d : ℕ} (σ : Perm (Fin n)) : Op n d :=
  Matrix.of fun x y => if y = x ∘ σ then 1 else 0
```

Both symmetrisers are built from one weighted sum. For a function \(w\) of the sign, let

\[
X_n(w)=\sum_{\sigma\in \mathfrak S_n} w(\operatorname{sgn}\sigma)\,P_\sigma ,
\]

where \(\mathfrak S_n\) is the group of permutations of \(n\) copies. In Lean the sign lives in `ℤˣ`, which contains just \(1\) and \(-1\).

```lean
/-- The sum of all permutation operators, each weighted by a function `w` of its sign. -/
def exchangeSum (n d : ℕ) (w : ℤˣ → ℂ) : Op n d :=
  ∑ σ : Perm (Fin n), w (Perm.sign σ) • permOp σ
```

The constant weight \(w=1\) gives the symmetriser, \(S_n=X_n(1)/n!\).

```lean
/-- The symmetriser: the average of all permutation operators. -/
def symmetriser (n d : ℕ) : Op n d :=
  (n.factorial : ℂ)⁻¹ • exchangeSum n d (fun _ => 1)
```

The weight \(w(s)=s\) gives the antisymmetriser, \(A_n=X_n(\operatorname{id})/n!\).

```lean
/-- The antisymmetriser: the average of all permutation operators weighted by their signs. -/
def antisymmetriser (n d : ℕ) : Op n d :=
  (n.factorial : ℂ)⁻¹ • exchangeSum n d (fun s => ((s : ℤ) : ℂ))
```

The partial trace sets the last row label equal to the last column label and sums over it:

\[
(\operatorname{Tr}_{\rm last}B)_{x,y}=\sum_{a=0}^{d-1} B_{(x,a),(y,a)} .
\]

The list \((x,a)\) is `Fin.snoc x a`, which appends \(a\) to \(x\). The map is defined together with its linearity, which later allows it to be taken inside the sum over permutations.

```lean
/-- The partial trace over the last of `n + 1` copies. -/
def partialTraceLast {n d : ℕ} : Op (n + 1) d →ₗ[ℂ] Op n d where
  toFun A := Matrix.of fun x y => ∑ a : Fin d,
    A (Fin.snoc (α := fun _ => Fin d) x a) (Fin.snoc (α := fun _ => Fin d) y a)
  map_add' A B := by ext x y; simp [Finset.sum_add_distrib]
  map_smul' c A := by ext x y; simp [Finset.mul_sum]
```

Permutations of \(n+1\) copies will be sorted by what they do to the last one. Given a permutation \(\tau\) of the first \(n\) copies, one can apply \(\tau\) and stop, or apply \(\tau\) and then swap the last copy with some copy \(k<n\). The argument `i` of `extend` records the choice: `none` for no swap, `some k` for a swap with copy \(k\).

```lean
/-- The permutation of `n + 1` copies that applies `τ` to the first `n` and then swaps the last
copy with copy `i`; for `i = none` there is no swap. -/
def extend {n : ℕ} (i : Option (Fin n)) (τ : Perm (Fin n)) : Perm (Fin (n + 1)) :=
  finSuccEquivLast.symm.permCongr (swap none i * optionCongr τ)
```

## Both symmetrisers are idempotent

Multiplying two permutation matrices gives

\[
(P_\sigma P_\tau)_{x,y}=\sum_z \delta_{z,\;x\circ\sigma}\,\delta_{y,\;z\circ\tau}
=\delta_{y,\;x\circ\sigma\circ\tau}=(P_{\sigma\tau})_{x,y}.
\]

The simplification step in Lean carries out the sum over \(z\), and the case split compares the two remaining Kronecker deltas.

```lean
/-- Permutation operators compose as the permutations do. -/
theorem permOp_mul {n d : ℕ} (σ τ : Perm (Fin n)) :
    (permOp σ * permOp τ : Op n d) = permOp (σ * τ) := by
  ext x y
  simp only [permOp, Matrix.mul_apply, Matrix.of_apply, ite_mul, one_mul, zero_mul,
    Finset.sum_ite_eq', Finset.mem_univ, if_true, Perm.coe_mul, Function.comp_assoc]
  by_cases h : y = x ∘ σ ∘ τ
  · exact (if_pos h).trans (if_pos h).symm
  · exact (if_neg h).trans (if_neg h).symm
```

If the weight is multiplicative, \(w(st)=w(s)w(t)\), then

\[
X_n(w)^2=\sum_{\sigma}\sum_{\tau} w(\operatorname{sgn}\sigma\tau)\,P_{\sigma\tau}
=\sum_\sigma X_n(w)=n!\,X_n(w).
\]

For fixed \(\sigma\), the product \(\sigma\tau\) runs once through the whole group as \(\tau\) does. This is the re-indexing by `Equiv.mulLeft σ`.

```lean
/-- For a multiplicative weight, the weighted sum of permutation operators squares to `n!` times
itself. -/
theorem exchangeSum_mul_self (n d : ℕ) (w : ℤˣ → ℂ) (hw : ∀ s t, w (s * t) = w s * w t) :
    exchangeSum n d w * exchangeSum n d w = (n.factorial : ℂ) • exchangeSum n d w := by
  calc exchangeSum n d w * exchangeSum n d w
      = ∑ σ : Perm (Fin n), ∑ τ : Perm (Fin n),
          w (Perm.sign (σ * τ)) • permOp (σ * τ) := by
        simp only [exchangeSum, Finset.sum_mul_sum, smul_mul_smul_comm, permOp_mul,
          Perm.sign_mul, hw]
    -- for fixed `σ`, the product `σ * τ` runs over the whole group
    _ = ∑ _σ : Perm (Fin n), exchangeSum n d w :=
        Finset.sum_congr rfl fun σ _ =>
          Equiv.sum_comp (Equiv.mulLeft σ) (fun π => w (Perm.sign π) • (permOp π : Op n d))
    _ = (n.factorial : ℂ) • exchangeSum n d w := by
        rw [Finset.sum_const, Finset.card_univ, Fintype.card_perm, Fintype.card_fin,
          Nat.cast_smul_eq_nsmul]
```

Both weights are multiplicative. Dividing by \((n!)^2\) therefore gives \(S_n^2=S_n\) and \(A_n^2=A_n\).

```lean
/-- The symmetriser and the antisymmetriser are idempotent. -/
theorem symmetrisers_idempotent (n d : ℕ) :
    symmetriser n d * symmetriser n d = symmetriser n d ∧
    antisymmetriser n d * antisymmetriser n d = antisymmetriser n d := by
  have hf : (n.factorial : ℂ) ≠ 0 := Nat.cast_ne_zero.mpr n.factorial_ne_zero
  constructor
  · rw [symmetriser, smul_mul_smul_comm, exchangeSum_mul_self _ _ _ (by simp), smul_smul,
      mul_assoc, inv_mul_cancel₀ hf, mul_one]
  · rw [antisymmetriser, smul_mul_smul_comm, exchangeSum_mul_self _ _ _ (by simp), smul_smul,
      mul_assoc, inv_mul_cancel₀ hf, mul_one]
```

## The last copy either stays or is swapped

Suppose that \(\pi\) acts as \(\tau\) on the first \(n\) copies and leaves the last in place. The condition \((y,a)=(x,a)\circ\pi\) then reads \(y=x\circ\tau\) together with \(a=a\). Every value of \(a\) contributes equally, so

\[
\operatorname{Tr}_{\rm last}P_\pi=d\,P_\tau .
\]

In the proof, `h` is this reduction of the condition, and the remaining sum counts the \(d\) values of \(a\).

```lean
/-- If a permutation leaves the last copy in place, tracing out that copy gives a factor `d`. -/
theorem partialTraceLast_fixed {n d : ℕ} (τ : Perm (Fin n)) :
    partialTraceLast (permOp (extend none τ) : Op (n + 1) d) = (d : ℂ) • permOp τ := by
  ext x y
  have h : ∀ a : Fin d, (Fin.snoc (α := fun _ => Fin d) y a =
      Fin.snoc (α := fun _ => Fin d) x a ∘ extend none τ) ↔ y = x ∘ τ := by
    intro a
    simp [funext_iff, Fin.forall_fin_succ', extend, Equiv.permCongr_apply]
  change (∑ a : Fin d, if Fin.snoc (α := fun _ => Fin d) y a =
      Fin.snoc (α := fun _ => Fin d) x a ∘ extend none τ then (1 : ℂ) else 0) =
    (d : ℂ) * (if y = x ∘ τ then 1 else 0)
  simp only [h]
  by_cases hy : y = x ∘ τ <;> simp [hy]
```

Now let \(\pi\) be \(\tau\) followed by a swap of the last copy with copy \(k\). Then \(\pi(n)=k\), so the last entry of the condition says \(a=x_k\). For \(j<n\) there are two cases:

- If \(\tau(j)\neq k\), then \(\pi(j)=\tau(j)\), and the condition is \(y_j=x_{\tau(j)}\).
- If \(\tau(j)=k\), then \(\pi(j)=n\), and the condition is \(y_j=a=x_k=x_{\tau(j)}\).

Together these say \(a=x_k\) and \(y=x\circ\tau\). Exactly one value of \(a\) survives, and

\[
\operatorname{Tr}_{\rm last}P_\pi=P_\tau .
\]

The Lean facts `hl` and `hc` compute \(\pi\) on the last copy and on the others, while `hs` contains the two cases.

```lean
/-- If the last copy is swapped with copy `k` after `τ` has acted on the others, tracing out the
last copy leaves the permutation operator of `τ`. -/
theorem partialTraceLast_swapped {n d : ℕ} (k : Fin n) (τ : Perm (Fin n)) :
    partialTraceLast (permOp (extend (some k) τ) : Op (n + 1) d) = permOp τ := by
  ext x y
  have h : ∀ a : Fin d, (Fin.snoc (α := fun _ => Fin d) y a =
      Fin.snoc (α := fun _ => Fin d) x a ∘ extend (some k) τ) ↔ (a = x k ∧ y = x ∘ τ) := by
    intro a
    have hl : extend (some k) τ (Fin.last n) = k.castSucc := by
      simp [extend, Equiv.permCongr_apply]
    have hc : ∀ j : Fin n, extend (some k) τ j.castSucc =
        finSuccEquivLast.symm (swap none (some k) (some (τ j))) := by
      intro j
      simp [extend, Equiv.permCongr_apply]
    have hs : a = x k → ∀ j : Fin n, Fin.snoc (α := fun _ => Fin d) x a
        (finSuccEquivLast.symm (swap none (some k) (some (τ j)))) = x (τ j) := by
      intro ha j
      by_cases hj : τ j = k
      · simp [hj, ha]
      · rw [Equiv.swap_apply_of_ne_of_ne (by simp) (by simpa using hj)]
        simp
    rw [funext_iff, Fin.forall_fin_succ']
    simp only [Function.comp_apply, hl, hc, Fin.snoc_castSucc, Fin.snoc_last]
    constructor
    · rintro ⟨h1, h2⟩
      exact ⟨h2, funext fun j => (h1 j).trans (hs h2 j)⟩
    · rintro ⟨h2, h1⟩
      exact ⟨fun j => (congrFun h1 j).trans (hs h2 j).symm, h2⟩
  change (∑ a : Fin d, if Fin.snoc (α := fun _ => Fin d) y a =
      Fin.snoc (α := fun _ => Fin d) x a ∘ extend (some k) τ then (1 : ℂ) else 0) =
    (if y = x ∘ τ then 1 else 0)
  simp only [h]
  by_cases hy : y = x ∘ τ <;> simp [hy]
```

## Adding up the permutations

Every permutation \(\pi\) of \(n+1\) copies arises from exactly one such choice. If \(\pi(n)=n\), there is no swap. If \(\pi(n)=k<n\), following \(\pi\) by the swap of \(k\) and \(n\) gives a permutation that fixes \(n\), and this determines \(\tau\). The swap reverses the sign, so each \(\tau\) collects one term of weight \(d\,w(\operatorname{sgn}\tau)\) and \(n\) terms of weight \(w(-\operatorname{sgn}\tau)\):

\[
\operatorname{Tr}_{\rm last}X_{n+1}(w)=\sum_{\tau\in\mathfrak S_n}
\bigl[d\,w(\operatorname{sgn}\tau)+n\,w(-\operatorname{sgn}\tau)\bigr]P_\tau .
\]

Mathlib supplies the unique decomposition as `Perm.decomposeOption`. The facts `s0` and `s1` give the signs without and with a swap. This formula needs no multiplicativity of \(w\).

```lean
/-- Tracing out the last copy of a weighted sum of permutation operators: each `τ` on the remaining
copies collects `d` times its own weight and `n` times the weight of the opposite sign. -/
theorem partialTraceLast_exchangeSum (n d : ℕ) (w : ℤˣ → ℂ) :
    partialTraceLast (exchangeSum (n + 1) d w) = ∑ τ : Perm (Fin n),
      ((d : ℂ) * w (Perm.sign τ) + (n : ℂ) * w (-Perm.sign τ)) • permOp τ := by
  have s0 : ∀ τ : Perm (Fin n), Perm.sign (extend none τ) = Perm.sign τ := by
    intro τ
    simp [extend, Perm.sign_permCongr, Equiv.optionCongr_sign]
  have s1 : ∀ (k : Fin n) (τ : Perm (Fin n)),
      Perm.sign (extend (some k) τ) = -Perm.sign τ := by
    intro k τ
    simp [extend, Perm.sign_permCongr, Equiv.optionCongr_sign, Perm.sign_swap']
  calc partialTraceLast (exchangeSum (n + 1) d w)
      = ∑ p : Option (Fin n) × Perm (Fin n), w (Perm.sign (extend p.1 p.2)) •
          partialTraceLast (permOp (extend p.1 p.2) : Op (n + 1) d) := by
        rw [exchangeSum, map_sum]
        simp only [map_smul]
        -- every permutation is `extend i τ` for exactly one pair
        exact (Equiv.sum_comp
          (Perm.decomposeOption.symm.trans finSuccEquivLast.symm.permCongr)
          (fun σ => w (Perm.sign σ) • partialTraceLast (permOp σ : Op (n + 1) d))).symm
    _ = _ := by
        rw [Fintype.sum_prod_type_right]
        refine Finset.sum_congr rfl fun τ _ => ?_
        rw [Fintype.sum_option]
        simp only [partialTraceLast_fixed, partialTraceLast_swapped, s0, s1, Finset.sum_const,
          Finset.card_univ, Fintype.card_fin]
        rw [← Nat.cast_smul_eq_nsmul ℂ]
        module
```

For \(w=1\) the bracket is \(d+n\). For \(w(s)=s\) it is \((d-n)\operatorname{sgn}\tau\). Since \((n+1)!=(n+1)\,n!\),

\[
\operatorname{Tr}_{\rm last}S_{n+1}=\frac{d+n}{(n+1)\,n!}\sum_\tau P_\tau=\frac{n+d}{n+1}S_n,
\]

\[
\operatorname{Tr}_{\rm last}A_{n+1}=\frac{d-n}{(n+1)\,n!}\sum_\tau \operatorname{sgn}(\tau)\,P_\tau=\frac{d-n}{n+1}A_n .
\]

The theorem states these two equalities of matrices for all natural numbers \(n\) and \(d\), with no further hypothesis. It therefore includes \(N=1\), where \(S_0=A_0\) is the number 1 and both factors equal \(d\). The Lean proof compares the coefficients of each \(P_\tau\), with `field_simp` and `ring` doing the arithmetic of the factorials.

```lean
/-- Tracing out the last of `N = n + 1` copies of `ℂ^d` gives `(N + d - 1) / N` times the
symmetriser, and `(d - N + 1) / N` times the antisymmetriser, of the other `N - 1` copies. -/
theorem partialTraceLast_symmetrisers (n d : ℕ) :
    partialTraceLast (symmetriser (n + 1) d) =
      (((n : ℂ) + d) / ((n : ℂ) + 1)) • symmetriser n d ∧
    partialTraceLast (antisymmetriser (n + 1) d) =
      (((d : ℂ) - n) / ((n : ℂ) + 1)) • antisymmetriser n d := by
  have hf : (n.factorial : ℂ) ≠ 0 := Nat.cast_ne_zero.mpr n.factorial_ne_zero
  have hn : (n : ℂ) + 1 ≠ 0 := Nat.cast_add_one_ne_zero n
  constructor
  · rw [symmetriser, map_smul, partialTraceLast_exchangeSum]
    simp only [symmetriser, exchangeSum,
      Finset.smul_sum, smul_smul]
    refine Finset.sum_congr rfl fun τ _ => ?_
    congr 1
    push_cast [Nat.factorial_succ]
    field_simp
    ring
  · rw [antisymmetriser, map_smul, partialTraceLast_exchangeSum]
    simp only [antisymmetriser, exchangeSum,
      Finset.smul_sum, smul_smul]
    refine Finset.sum_congr rfl fun τ _ => ?_
    congr 1
    push_cast [Nat.factorial_succ, Units.val_neg]
    field_simp
    ring
```

## The traces are binomial coefficients

Summing the diagonal over the first \(n\) labels and then over the last is the same as summing over all \(n+1\) labels, so \(\operatorname{Tr}(\operatorname{Tr}_{\rm last}B)=\operatorname{Tr}B\). The equivalence `e` in the proof identifies a pair \((x,a)\) with the longer list.

```lean
/-- The partial trace over the last copy preserves the full trace. -/
theorem trace_partialTraceLast {n d : ℕ} (A : Op (n + 1) d) :
    (partialTraceLast A).trace = A.trace := by
  let e : (Fin n → Fin d) × Fin d ≃ (Fin (n + 1) → Fin d) :=
    { toFun := fun p => Fin.snoc (α := fun _ => Fin d) p.1 p.2
      invFun := fun z => (fun j => z j.castSucc, z (Fin.last n))
      left_inv := fun p => by simp
      right_inv := fun z => by
        funext j
        refine Fin.lastCases ?_ (fun i => ?_) j <;> simp }
  change ∑ x : Fin n → Fin d, ∑ a : Fin d, A (e (x, a)) (e (x, a)) = ∑ z, A z z
  rw [← Equiv.sum_comp e (fun z => A z z), Fintype.sum_prod_type]
```

The trace of \(S_n\) now follows by induction on \(n\). Lean takes the one-copy space to be \(\mathbb{C}^{d+1}\), which avoids a subtraction in the binomial coefficient. For \(n=0\) the trace is 1. The factor for dimension \(d+1\) then gives

\[
\operatorname{Tr}S_{n+1}=\frac{n+d+1}{n+1}\binom{n+d}{n}=\binom{n+d+1}{n+1}.
\]

```lean
/-- The symmetriser of `n` copies of `ℂ^(d+1)` has trace `n + d` choose `n`. -/
theorem trace_symmetriser (n d : ℕ) :
    (symmetriser n (d + 1)).trace = ((n + d).choose n : ℂ) := by
  induction n with
  | zero => simp [symmetriser, exchangeSum, permOp, Matrix.trace, eq_iff_true_of_subsingleton]
  | succ n ih =>
    have hn : (n : ℂ) + 1 ≠ 0 := Nat.cast_add_one_ne_zero n
    have h : ((n : ℂ) + d + 1) * ((n + d).choose n : ℂ) =
        ((n + d + 1).choose (n + 1) : ℂ) * ((n : ℂ) + 1) := by
      exact_mod_cast Nat.add_one_mul_choose_eq (n + d) n
    rw [← trace_partialTraceLast, (partialTraceLast_symmetrisers n (d + 1)).1,
      Matrix.trace_smul, ih, smul_eq_mul, show n + 1 + d = n + d + 1 by omega,
      div_mul_eq_mul_div, div_eq_iff hn, ← h]
    push_cast
    ring
```

The antisymmetriser is treated in the same way, with one-copy space \(\mathbb{C}^d\):

\[
\operatorname{Tr}A_{n+1}=\frac{d-n}{n+1}\binom{d}{n}=\binom{d}{n+1}.
\]

For \(n>d\) both binomial coefficients vanish, and the proof handles that range separately.

```lean
/-- The antisymmetriser of `n` copies of `ℂ^d` has trace `d` choose `n`. -/
theorem trace_antisymmetriser (n d : ℕ) :
    (antisymmetriser n d).trace = (d.choose n : ℂ) := by
  induction n with
  | zero =>
    simp [antisymmetriser, exchangeSum, permOp, Matrix.trace, eq_iff_true_of_subsingleton]
  | succ n ih =>
    have hn : (n : ℂ) + 1 ≠ 0 := Nat.cast_add_one_ne_zero n
    have h : (d.choose (n + 1) : ℂ) * ((n : ℂ) + 1) = (d.choose n : ℂ) * ((d : ℂ) - n) := by
      rcases le_or_gt n d with hd | hd
      · rw [← Nat.cast_sub hd]
        exact_mod_cast Nat.choose_succ_right_eq d n
      · rw [Nat.choose_eq_zero_of_lt hd, Nat.choose_eq_zero_of_lt (by omega : d < n + 1)]
        simp
    rw [← trace_partialTraceLast, (partialTraceLast_symmetrisers n d).2,
      Matrix.trace_smul, ih, smul_eq_mul, div_mul_eq_mul_div, div_eq_iff hn, h]
    ring

end

end SymmetriserPartialTrace
```

```lean
#print axioms SymmetriserPartialTrace.symmetrisers_idempotent
#print axioms SymmetriserPartialTrace.partialTraceLast_symmetrisers
#print axioms SymmetriserPartialTrace.trace_symmetriser
#print axioms SymmetriserPartialTrace.trace_antisymmetriser
```

```
'SymmetriserPartialTrace.symmetrisers_idempotent' depends on axioms: [propext, Classical.choice, Quot.sound]
'SymmetriserPartialTrace.partialTraceLast_symmetrisers' depends on axioms: [propext, Classical.choice, Quot.sound]
'SymmetriserPartialTrace.trace_symmetriser' depends on axioms: [propext, Classical.choice, Quot.sound]
'SymmetriserPartialTrace.trace_antisymmetriser' depends on axioms: [propext, Classical.choice, Quot.sound]
```

These traces are the dimensions of the symmetric and antisymmetric subspaces. This uses two textbook facts that the file does not formalise: the ranges of \(S_n\) and \(A_n\) are those subspaces, and an idempotent matrix has trace equal to its rank. For \(1\le N\le d\) electrons in \(d\) orthonormal spin orbitals, dividing \(A_N\) by its trace gives the equal-weight mixture of the states in any orthonormal basis of the \(N\)-electron space, and tracing out one electron from this particular state leaves the corresponding mixture for \(N-1\) electrons.
